# High-field limit of the Hall coefficient in a multi-pocket Drude model

A magnetotransport routine sums the conductivities of the carrier pockets at each magnetic field $B$, inverts the $2\times2$ tensor, and reports the Hall coefficient $R(B)$ and the longitudinal resistivity $\rho_{xx}(B)$. At the top of the field sweep one compares $1/(eR)$, with $e$ the elementary charge, against the net carrier density. That comparison rests on the limit below.

## The limits

Pockets are labelled by $j$ in a finite, non-empty set. Pocket $j$ has density $n_j>0$, mobility $\mu_j>0$ and charge sign $s_j=\pm1$ ($+1$ for holes). Define

$$a=e\sum_j\frac{n_j\mu_j}{1+\mu_j^2B^2},\qquad b=e\sum_j\frac{s_jn_j\mu_j^2B}{1+\mu_j^2B^2},\qquad D=a^2+b^2,$$

$$R=\frac{b}{BD},\qquad \rho_{xx}=\frac{a}{D},\qquad N=\sum_js_jn_j,\qquad A=\sum_j\frac{n_j}{\mu_j},\qquad C=\sum_j\frac{s_jn_j}{\mu_j^2}.$$

As $B\to+\infty$:

- if $N\neq0$, then $R\to 1/(eN)$ and $\rho_{xx}\to A/(eN^2)$;
- if $N=0$, then $R\to -C/(eA^2)$ and $\rho_{xx}/B^2\to 1/(eA)$.

In electronic-structure work the $n_j$ come from the volumes of Fermi-surface pockets, and the first line says that the high-field Hall coefficient depends on those volumes and their signs and not on the mobilities, within a model of finitely many independent isotropic pockets with one field-independent mobility each.

## Where a code relies on it

With arrays `n`, `mu`, `s` the step reads:

```python
den   = 1 + (mu * B)**2
a     = e * np.sum(n * mu / den)
b     = e * np.sum(s * n * mu**2 * B / den)
rho   = np.linalg.inv([[a, b], [-b, a]])
R     = rho[1, 0] / B
rhoxx = rho[0, 0]
```

A fit that fixes $N$ from high-field Hall data before fitting mobilities uses the first limit. A regression check of the routine can use all of them, together with the intermediate limits $Bb\to eN$ and $B^2a\to eA$.

As an instance take $e=1$, a hole pocket with $(n,\mu)=(3,1)$ and an electron pocket with $(n,\mu)=(1,2)$, so that $N=2$, $A=7/2$, $C=11/4$. Clearing denominators gives $R=(8B^2-1)/(16B^2+25)$ and $\rho_{xx}=(14B^2+5)/(16B^2+25)$.

| $B$ | $a$ | $b$ | $R$ | $\rho_{xx}$ |
|---|---|---|---|---|
| 0.1 | 4.8934 | −0.0876 | −0.0366 | 0.2043 |
| 1 | 1.9 | 0.7 | 0.1707 | 0.4634 |
| 10 | 0.03469 | 0.19728 | 0.4917 | 0.8646 |
| limit | 0 | 0 | 0.5 | 0.875 |

$R$ is negative at low field, where the more mobile electrons dominate $b$, and approaches $1/N$ from below. Inverting the tensor element by element goes wrong here: at $B=10$ the scalar inverse $1/a\approx28.8$ is far from $\rho_{xx}\approx0.865$, and it grows like $B^2/(eA)$ while $\rho_{xx}$ saturates.

## Derivation

For a carrier of charge $s e$ with drift velocity $\mathbf v$ in an in-plane electric field $\mathbf E$ and a magnetic field $B$ along $z$, the steady Drude equations are $v_x=s\mu(E_x+Bv_y)$ and $v_y=s\mu(E_y-Bv_x)$. Substituting each into the other and using $s^2=1$,

$$(1+\mu^2B^2)\,v_x=s\mu E_x+\mu^2BE_y,\qquad (1+\mu^2B^2)\,v_y=s\mu E_y-\mu^2BE_x .$$

The current density of the pocket is $nse\,\mathbf v$. Adding the pockets gives $\mathbf J=\sigma\mathbf E$, and

$$\sigma=\begin{pmatrix}a&b\\-b&a\end{pmatrix},\qquad \sigma^{-1}=\frac1D\begin{pmatrix}a&-b\\b&a\end{pmatrix}=\begin{pmatrix}\rho_{xx}&-BR\\BR&\rho_{xx}\end{pmatrix}.$$

The inverse exists because $a$ is $e$ times a sum of positive terms, so $D\ge a^2>0$. With $J_y=0$ the second row gives $E_y=BR\,J_x$, which is the definition of the Hall coefficient.

Every high-field limit comes from one factor,

$$f_j(B)=\frac{\mu_j^2B^2}{1+\mu_j^2B^2}=1-\frac1{1+\mu_j^2B^2}\to1 ,$$

so that $e\sum_jc_jf_j\to e\sum_jc_j$ for any fixed weights $c_j$. Three choices of weight are needed:

$$Bb=e\sum_js_jn_jf_j\to eN,\qquad B^2a=e\sum_j\frac{n_j}{\mu_j}f_j\to eA,$$

$$B^2(Bb-eN)=-e\sum_j\frac{s_jn_jB^2}{1+\mu_j^2B^2}=-e\sum_j\frac{s_jn_j}{\mu_j^2}f_j\to-eC .$$

Then $Ba=B^{-1}(B^2a)\to0$, and $B^2D=(Ba)^2+(Bb)^2\to(eN)^2$. For $N\ne0$ this limit can be divided by:

$$R=\frac{Bb}{B^2D}\to\frac{eN}{(eN)^2}=\frac1{eN},\qquad \rho_{xx}=\frac{B^2a}{B^2D}\to\frac{eA}{(eN)^2}=\frac{A}{eN^2}.$$

For $N=0$ the third limit reads $B^3b\to-eC$. Now $B^2b=B^{-1}(B^3b)\to0$ and $B^4D=(B^2a)^2+(B^2b)^2\to(eA)^2$, with $A>0$. Hence

$$R=\frac{B^3b}{B^4D}\to-\frac{C}{eA^2},\qquad\frac{\rho_{xx}}{B^2}=\frac{B^2a}{B^4D}\to\frac1{eA}.$$

## The Lean file

```lean
import Mathlib

open Filter Topology

namespace HighFieldHall

noncomputable section

/-- A carrier pocket: positive density `n`, positive mobility `μ`, charge sign `s = ±1`. -/
structure Pocket where
  n : ℝ
  μ : ℝ
  s : ℝ
  n_pos : 0 < n
  μ_pos : 0 < μ
  s_eq : s = 1 ∨ s = -1

variable {ι : Type*} [Fintype ι]

/-- Longitudinal conductivity `a = e Σ n μ / (1 + μ² B²)`. -/
def sigmaXX (e : ℝ) (P : ι → Pocket) (B : ℝ) : ℝ :=
  e * ∑ j, (P j).n * (P j).μ / (1 + (P j).μ ^ 2 * B ^ 2)

/-- Hall conductivity `b = e Σ s n μ² B / (1 + μ² B²)`. -/
def sigmaXY (e : ℝ) (P : ι → Pocket) (B : ℝ) : ℝ :=
  e * ∑ j, (P j).s * (P j).n * (P j).μ ^ 2 * B / (1 + (P j).μ ^ 2 * B ^ 2)

/-- Determinant `a² + b²` of the conductivity tensor. -/
def sigmaDet (e : ℝ) (P : ι → Pocket) (B : ℝ) : ℝ :=
  sigmaXX e P B ^ 2 + sigmaXY e P B ^ 2

/-- Longitudinal resistivity `a / (a² + b²)`. -/
def rhoXX (e : ℝ) (P : ι → Pocket) (B : ℝ) : ℝ := sigmaXX e P B / sigmaDet e P B

/-- Hall coefficient `b / (B (a² + b²))`. -/
def hallCoeff (e : ℝ) (P : ι → Pocket) (B : ℝ) : ℝ := sigmaXY e P B / (B * sigmaDet e P B)

/-- Net signed carrier density `Σ s n`. -/
def netDensity (P : ι → Pocket) : ℝ := ∑ j, (P j).s * (P j).n

/-- The sum `Σ n / μ` over the pockets. -/
def drag (P : ι → Pocket) : ℝ := ∑ j, (P j).n / (P j).μ

/-- As `B → ∞`, `e Σ c μ²B² / (1 + μ²B²)` tends to `e Σ c`, for any fixed weights `c`. -/
theorem tendsto_saturation (e : ℝ) (P : ι → Pocket) (c : ι → ℝ) :
    Tendsto (fun B : ℝ => e * ∑ j, c j * ((P j).μ ^ 2 * B ^ 2 / (1 + (P j).μ ^ 2 * B ^ 2)))
      atTop (𝓝 (e * ∑ j, c j)) := by
  have key : ∀ j, Tendsto
      (fun B : ℝ => c j * ((P j).μ ^ 2 * B ^ 2 / (1 + (P j).μ ^ 2 * B ^ 2))) atTop (𝓝 (c j)) := by
    intro j
    have h0 : Tendsto (fun B : ℝ => 1 + (P j).μ ^ 2 * B ^ 2) atTop atTop :=
      tendsto_atTop_add_const_left _ 1
        ((tendsto_pow_atTop two_ne_zero).const_mul_atTop (pow_pos (P j).μ_pos 2))
    -- the factor equals 1 - 1/(1 + μ²B²)
    have h1 := (h0.inv_tendsto_atTop.const_sub 1).const_mul (c j)
    rw [sub_zero, mul_one] at h1
    refine h1.congr fun B => ?_
    have hD : 1 + (P j).μ ^ 2 * B ^ 2 ≠ 0 := by positivity
    simp only [Pi.inv_apply]
    field_simp
    ring
  exact Tendsto.const_mul e (tendsto_finsetSum _ fun j _ => key j)

/-- With at least one pocket and `e ≠ 0`, `a² + b²` is positive at every field. -/
theorem sigmaDet_pos [Nonempty ι] {e : ℝ} (he : e ≠ 0) (P : ι → Pocket) (B : ℝ) :
    0 < sigmaDet e P B := by
  have hs : 0 < ∑ j, (P j).n * (P j).μ / (1 + (P j).μ ^ 2 * B ^ 2) :=
    Finset.sum_pos (fun j _ => by
      have := (P j).n_pos
      have := (P j).μ_pos
      positivity) Finset.univ_nonempty
  have ha : sigmaXX e P B ≠ 0 := mul_ne_zero he hs.ne'
  unfold sigmaDet
  positivity

/-- For `e ≠ 0`, `B ≠ 0` and at least one pocket, the conductivity tensor times the tensor
with diagonal `ρxx` and `ρyx = -ρxy = B R` is the identity. -/
theorem conductivity_mul_resistivity [Nonempty ι] {e B : ℝ} (he : e ≠ 0) (hB : B ≠ 0)
    (P : ι → Pocket) :
    !![sigmaXX e P B, sigmaXY e P B; -sigmaXY e P B, sigmaXX e P B] *
      !![rhoXX e P B, -(B * hallCoeff e P B); B * hallCoeff e P B, rhoXX e P B] = 1 := by
  have hD := (sigmaDet_pos he P B).ne'
  have hR : B * hallCoeff e P B = sigmaXY e P B / sigmaDet e P B := by
    unfold hallCoeff
    field_simp
  have h0 : sigmaXX e P B * (sigmaXX e P B / sigmaDet e P B) +
      sigmaXY e P B * (sigmaXY e P B / sigmaDet e P B) =
      (sigmaXX e P B ^ 2 + sigmaXY e P B ^ 2) / sigmaDet e P B := by ring
  have h1 := h0.trans (div_self hD)
  rw [hR]
  unfold rhoXX
  ext i j
  fin_cases i <;> fin_cases j <;> simp [Matrix.mul_apply, Fin.sum_univ_succ] <;>
    first | ring1 | linear_combination h1

/-- At high field `B b` tends to `e Σ s n`. -/
theorem tendsto_sigmaXY (e : ℝ) (P : ι → Pocket) :
    Tendsto (fun B => B * sigmaXY e P B) atTop (𝓝 (e * netDensity P)) := by
  refine (tendsto_saturation e P fun j => (P j).s * (P j).n).congr fun B => ?_
  simp only [sigmaXY, Finset.mul_sum]
  exact Finset.sum_congr rfl fun j _ => by ring

/-- At high field `B² a` tends to `e Σ n / μ`. -/
theorem tendsto_sigmaXX (e : ℝ) (P : ι → Pocket) :
    Tendsto (fun B => B ^ 2 * sigmaXX e P B) atTop (𝓝 (e * drag P)) := by
  refine (tendsto_saturation e P fun j => (P j).n / (P j).μ).congr fun B => ?_
  simp only [sigmaXX, Finset.mul_sum]
  refine Finset.sum_congr rfl fun j _ => ?_
  have hμ := (P j).μ_pos.ne'
  have hD : 1 + (P j).μ ^ 2 * B ^ 2 ≠ 0 := by positivity
  field_simp

/-- At high field `B² (a² + b²)` tends to `(e Σ s n)²`. -/
theorem tendsto_sigmaDet (e : ℝ) (P : ι → Pocket) :
    Tendsto (fun B => B ^ 2 * sigmaDet e P B) atTop (𝓝 ((e * netDensity P) ^ 2)) := by
  -- B a = B⁻¹ (B² a) tends to zero
  have h := (((tendsto_inv_atTop_zero (𝕜 := ℝ)).mul (tendsto_sigmaXX e P)).pow 2).add
    ((tendsto_sigmaXY e P).pow 2)
  rw [show (0 * (e * drag P)) ^ 2 + (e * netDensity P) ^ 2 = (e * netDensity P) ^ 2 by ring] at h
  refine h.congr' ?_
  filter_upwards [eventually_ne_atTop (0 : ℝ)] with B hB
  unfold sigmaDet
  field_simp

/-- If `Σ s n ≠ 0`, the Hall coefficient tends to `1 / (e Σ s n)` as `B → ∞`. -/
theorem tendsto_hallCoeff {e : ℝ} (he : e ≠ 0) (P : ι → Pocket) (hN : netDensity P ≠ 0) :
    Tendsto (hallCoeff e P) atTop (𝓝 (1 / (e * netDensity P))) := by
  have h := (tendsto_sigmaXY e P).div (tendsto_sigmaDet e P) (pow_ne_zero 2 (mul_ne_zero he hN))
  rw [show e * netDensity P / (e * netDensity P) ^ 2 = 1 / (e * netDensity P) by
    field_simp] at h
  refine h.congr' ?_
  filter_upwards [eventually_ne_atTop (0 : ℝ)] with B hB
  simp only [Pi.div_apply, hallCoeff]
  rw [show B ^ 2 * sigmaDet e P B = B * (B * sigmaDet e P B) by ring, mul_div_mul_left _ _ hB]

/-- If `Σ s n ≠ 0`, the resistivity tends to `(Σ n / μ) / (e (Σ s n)²)` as `B → ∞`. -/
theorem tendsto_rhoXX {e : ℝ} (he : e ≠ 0) (P : ι → Pocket) (hN : netDensity P ≠ 0) :
    Tendsto (rhoXX e P) atTop (𝓝 (drag P / (e * netDensity P ^ 2))) := by
  have h := (tendsto_sigmaXX e P).div (tendsto_sigmaDet e P) (pow_ne_zero 2 (mul_ne_zero he hN))
  rw [show e * drag P / (e * netDensity P) ^ 2 = drag P / (e * netDensity P ^ 2) by
    field_simp] at h
  refine h.congr' ?_
  filter_upwards [eventually_ne_atTop (0 : ℝ)] with B hB
  simp only [Pi.div_apply, rhoXX]
  rw [mul_div_mul_left _ _ (pow_ne_zero 2 hB)]

/-- Next order of the Hall conductivity: `B² (B b - e Σ s n)` tends to `-e Σ s n / μ²`. -/
theorem tendsto_sigmaXY_next (e : ℝ) (P : ι → Pocket) :
    Tendsto (fun B => B ^ 2 * (B * sigmaXY e P B - e * netDensity P)) atTop
      (𝓝 (-(e * ∑ j, (P j).s * (P j).n / (P j).μ ^ 2))) := by
  refine (tendsto_saturation e P fun j => (P j).s * (P j).n / (P j).μ ^ 2).neg.congr fun B => ?_
  simp only [sigmaXY, netDensity, Finset.mul_sum, ← Finset.sum_sub_distrib,
    ← Finset.sum_neg_distrib]
  refine Finset.sum_congr rfl fun j _ => ?_
  have hμ := (P j).μ_pos.ne'
  have hD : 1 + (P j).μ ^ 2 * B ^ 2 ≠ 0 := by positivity
  field_simp
  ring

/-- If `Σ s n = 0`, the Hall coefficient tends to `-(Σ s n / μ²) / (e (Σ n / μ)²)` and
`ρxx / B²` tends to `1 / (e Σ n / μ)` as `B → ∞`. -/
theorem compensated [Nonempty ι] {e : ℝ} (he : e ≠ 0) (P : ι → Pocket) (hN : netDensity P = 0) :
    Tendsto (hallCoeff e P) atTop
      (𝓝 (-(∑ j, (P j).s * (P j).n / (P j).μ ^ 2) / (e * drag P ^ 2))) ∧
    Tendsto (fun B => rhoXX e P B / B ^ 2) atTop (𝓝 (1 / (e * drag P))) := by
  have hA : drag P ≠ 0 :=
    (Finset.sum_pos (fun j _ => div_pos (P j).n_pos (P j).μ_pos) Finset.univ_nonempty).ne'
  have h3 := tendsto_sigmaXY_next e P
  simp only [hN, mul_zero, sub_zero] at h3
  generalize (∑ j, (P j).s * (P j).n / (P j).μ ^ 2) = C at h3 ⊢
  -- now a dominates b: B⁴ (a² + b²) tends to (e Σ n / μ)²
  have hD : Tendsto (fun B => B ^ 4 * sigmaDet e P B) atTop (𝓝 ((e * drag P) ^ 2)) := by
    have h := ((tendsto_sigmaXX e P).pow 2).add
      (((tendsto_inv_atTop_zero (𝕜 := ℝ)).mul h3).pow 2)
    rw [show (e * drag P) ^ 2 + (0 * -(e * C)) ^ 2 = (e * drag P) ^ 2 by ring] at h
    refine h.congr' ?_
    filter_upwards [eventually_ne_atTop (0 : ℝ)] with B hB
    have hb : B⁻¹ * (B ^ 2 * (B * sigmaXY e P B)) = B ^ 2 * sigmaXY e P B := by
      rw [show B ^ 2 * (B * sigmaXY e P B) = B * (B ^ 2 * sigmaXY e P B) by ring,
        inv_mul_cancel_left₀ hB]
    rw [hb, sigmaDet]
    ring
  have hne := pow_ne_zero 2 (mul_ne_zero he hA)
  constructor
  · have h := h3.div hD hne
    rw [show -(e * C) / (e * drag P) ^ 2 = -C / (e * drag P ^ 2) by field_simp] at h
    refine h.congr' ?_
    filter_upwards [eventually_ne_atTop (0 : ℝ)] with B hB
    simp only [Pi.div_apply, hallCoeff]
    rw [show B ^ 4 * sigmaDet e P B = B ^ 3 * (B * sigmaDet e P B) by ring,
      show B ^ 2 * (B * sigmaXY e P B) = B ^ 3 * sigmaXY e P B by ring,
      mul_div_mul_left _ _ (pow_ne_zero 3 hB)]
  · have h := (tendsto_sigmaXX e P).div hD hne
    rw [show e * drag P / (e * drag P) ^ 2 = 1 / (e * drag P) by field_simp] at h
    refine h.congr' ?_
    filter_upwards [eventually_ne_atTop (0 : ℝ)] with B hB
    simp only [Pi.div_apply, rhoXX]
    rw [div_div, show B ^ 4 * sigmaDet e P B = B ^ 2 * (sigmaDet e P B * B ^ 2) by ring,
      mul_div_mul_left _ _ (pow_ne_zero 2 hB)]

end

end HighFieldHall
```

```lean
#print axioms HighFieldHall.conductivity_mul_resistivity
#print axioms HighFieldHall.tendsto_hallCoeff
#print axioms HighFieldHall.tendsto_rhoXX
#print axioms HighFieldHall.compensated
```

```
'HighFieldHall.conductivity_mul_resistivity' depends on axioms: [propext, Classical.choice, Quot.sound]
'HighFieldHall.tendsto_hallCoeff' depends on axioms: [propext, Classical.choice, Quot.sound]
'HighFieldHall.tendsto_rhoXX' depends on axioms: [propext, Classical.choice, Quot.sound]
'HighFieldHall.compensated' depends on axioms: [propext, Classical.choice, Quot.sound]
```

## The statements in words

A `Pocket` carries the three real numbers `n`, `μ`, `s` together with the conditions `n_pos`, `μ_pos`, `s_eq`, and a metal is a family `P : ι → Pocket` over a finite index type, so that `(P j).n` is $n_j$. The functions `sigmaXX`, `sigmaXY`, `sigmaDet`, `rhoXX`, `hallCoeff` are $a$, $b$, $D$, $\rho_{xx}$, $R$ as functions of $B$; `netDensity` is $N$ and `drag` is $A$, while $C$ is written out as a sum. An expression `Tendsto g atTop (𝓝 L)` says that $g(B)\to L$ as $B\to+\infty$.

`conductivity_mul_resistivity` fixes the sign convention. For $B\neq0$, $e\ne0$ and at least one pocket, $\sigma$ times the matrix with lower-left entry `B * hallCoeff e P B` is the identity, so $BR=\rho_{yx}=-\rho_{xy}$ and holes give $R>0$ for $e>0$. A code that reads `rho[0, 1]` gets the opposite sign.

`tendsto_hallCoeff` and `tendsto_rhoXX` are the two limits for $N\neq0$, under `he : e ≠ 0` and `hN : netDensity P ≠ 0`. They need no `Nonempty ι`, since an empty family has $N=0$. A single pocket is allowed, and gives the limits $1/(e s n)$ and $1/(e n\mu)$. `compensated` is the pair of limits for $N=0$; it assumes `Nonempty ι` to have $A>0$.

## How the proof follows the derivation

`tendsto_saturation` is the statement about $f_j$ with arbitrary weights `c`. In it `h0` says $1+\mu_j^2B^2\to\infty$, `h1` takes the reciprocal, subtracts it from 1 and multiplies by $c_j$, and `field_simp` with `ring` confirms the identity $f_j=1-1/(1+\mu_j^2B^2)$. `tendsto_finsetSum` adds the finitely many limits.

`sigmaDet_pos` shows the sum in $a$ positive by `Finset.sum_pos`, so $a\neq0$ and $D>0$. In `conductivity_mul_resistivity`, `hR` is $BR=b/D$ and `h1` is the diagonal entry $a\cdot a/D+b\cdot b/D=1$; the off-diagonal entries cancel identically.

`tendsto_sigmaXY`, `tendsto_sigmaXX` and `tendsto_sigmaXY_next` apply `tendsto_saturation` with weights $s_jn_j$, $n_j/\mu_j$ and $s_jn_j/\mu_j^2$ and match the sums term by term. `tendsto_sigmaDet` multiplies $B^{-1}\to0$ by the limit of $B^2a$, squares, and adds the square of the limit of $Bb$. The two main theorems take the quotient of limits with `.div`, whose side condition is $(eN)^2\neq0$. Cancelling powers of $B$ between numerator and denominator is valid only for $B\ne0$, which is why these steps use `congr'` with `eventually_ne_atTop (0 : ℝ)`: two functions that agree for all large $B$ have the same limit. `compensated` repeats the pattern one order higher, with `h3` for $B^3b\to-eC$ and `hD` for $B^4D\to(eA)^2$.

## Scope for a simulation code

The formulas for $a$ and $b$ enter as definitions; the file does not derive them from a Boltzmann equation or from the Drude equations. Each pocket is isotropic in the plane and has a single mobility independent of $B$, and $n_j$ is independent of $B$ as well. Closed orbits of general shape, open orbits, magnetic breakdown and Landau quantisation are not modelled, so the familiar statement about arbitrary closed Fermi surfaces is broader than `tendsto_hallCoeff`.

The hypothesis $N\neq0$ matters. Take $e=1$, a hole pocket $(n,\mu)=(1,1)$ and an electron pocket $(1,2)$. Then $N=0$, $A=3/2$, $C=3/4$, and `compensated` gives $R\to-1/3$; exchanging the two mobilities gives $+1/3$ at the same densities. Since Lean evaluates $1/0$ as $0$, `tendsto_hallCoeff` without `hN` would claim the limit $0$ for this metal, which is false. A code that reports $1/(eR)$ as a net density would return $-3$ here, where the true value is $0$.

The theorems are limits at fixed pockets and give no field at which $R$ is within a tolerance of $1/(eN)$. Within the range where $\mu_jB\gg1$ for every pocket, comparing $Bb\approx eN$ with $Ba\approx eA/B$ suggests that $b$ dominates $D$ only once $B\gg A/|N|$. In that range and well below that field, a nearly compensated metal has $\rho_{xx}\approx B^2/(eA)$, as for $N=0$, while $R\approx(NB^2-C)/(eA^2)$ stays near its $N=0$ value $-C/(eA^2)$ only while $B^2\ll|C|/|N|$. That estimate, like the Drude step and the numerical examples above, was worked on paper and has no theorem behind it in the file.

The arithmetic is that of the real numbers. In floating point, $B^2(Bb-eN)$ evaluated as written subtracts nearly equal numbers at large $B$, whereas the form $-e\sum_j s_jn_jB^2/(1+\mu_j^2B^2)$ avoids that subtraction.
